# Nonzero double excitations of a CASPT2 reference have at most two holes and two particles, and different classes are orthogonal

## Can a correlated reference have a definite number of holes?

Let \(E_{pq}\) be the operator that moves an electron from orbital \(q\) to orbital \(p\), and let \(\psi\) be a complete-active-space reference: inactive orbitals full, virtual orbitals empty, active orbitals occupied in any correlated way. CASPT2 builds its first-order space from the vectors \(E_{pq}E_{rs}\psi\) and sorts them by holes in the inactive orbitals and particles in the virtual ones.

With a single determinant I can count holes by looking at it. Here \(\psi\) may be a long sum of determinants, and the indices may overlap, so that one operator undoes part of the other. Why does each vector still have definite counts, and why are vectors with different counts orthogonal?

## The counts are eigenvalues of two number operators

For a finite set \(S\) of orbitals put \(N_S=\sum_{p\in S}E_{pp}\), and let \(n_S(p)\) be 1 if \(p\in S\) and 0 otherwise. With \(I\) the inactive and \(V\) the virtual set, four conditions describe the reference:

\[
N_I\le c,\qquad N_V\ge 0,\qquad N_I\psi=c\,\psi,\qquad N_V\psi=0 .
\]

The inequalities are between quadratic forms. The constant \(c\) is the capacity of the inactive orbitals, which the Pauli principle sets to two electrons per spatial orbital, or one per spin orbital. A vector \(\varphi\) is in class \((h,k)\) if \(N_I\varphi=(c-h)\varphi\) and \(N_V\varphi=k\varphi\). Nothing here refers to determinants, so correlation among the active orbitals does no harm.

**Each generator shifts the counts.** The generators obey

\[
[E_{pq},E_{rs}]=\delta_{qr}E_{ps}-\delta_{ps}E_{rq}.
\]

Summing over the diagonal generators of \(S\) gives

\[
[N_S,E_{pq}]=\sum_{t\in S}\left(\delta_{tp}E_{tq}-\delta_{tq}E_{pt}\right)=\left(n_S(p)-n_S(q)\right)E_{pq}.
\]

If \(N_S\varphi=a\varphi\), it follows that

\[
N_SE_{pq}\varphi=E_{pq}N_S\varphi+[N_S,E_{pq}]\varphi=\left(a+n_S(p)-n_S(q)\right)E_{pq}\varphi .
\]

Applying this twice, \(\varphi=E_{pq}E_{rs}\psi\) satisfies \(N_I\varphi=(c+\Delta_I)\varphi\) and \(N_V\varphi=\Delta_V\varphi\), where

\[
\Delta_S=n_S(p)-n_S(q)+n_S(r)-n_S(s),\qquad -2\le\Delta_S\le 2 .
\]

When one operator undoes part of the other, with \(q=r\) or \(p=s\), the two matching terms cancel and the formula still holds.

**The bounds fix the signs.** Let \(\varphi\ne0\). From \(N_I\le c\) we get \((c+\Delta_I)\|\varphi\|^2\le c\|\varphi\|^2\), so \(\Delta_I\le0\). From \(N_V\ge0\) we get \(\Delta_V\|\varphi\|^2\ge0\), so \(\Delta_V\ge0\). Hence \(h=-\Delta_I\) and \(k=\Delta_V\) both lie in \(\{0,1,2\}\). A string that would overfill the inactive orbitals, or take electrons out of the empty virtual ones, gives the zero vector.

**Different classes are orthogonal.** If \(E_{pq}^\dagger=E_{qp}\), then \(N_S\) is Hermitian. For \(N_S\varphi=a\varphi\) and \(N_S\chi=b\chi\) with real \(a\ne b\),

\[
b\langle\varphi,\chi\rangle=\langle\varphi,N_S\chi\rangle=\langle N_S\varphi,\chi\rangle=a\langle\varphi,\chi\rangle ,
\]

so \(\langle\varphi,\chi\rangle=0\). Take \(S=I\) if the hole numbers differ, and \(S=V\) otherwise.

Here is the same argument in Lean 4.

```lean
import Mathlib

open Matrix

namespace CASPT2Classes

noncomputable section

variable {n m : Type*} [DecidableEq n] [Fintype m]

/-- The commutation relations of gl(n) for the excitation operators `E p q`. -/
def GLRelations (E : n → n → Matrix m m ℂ) : Prop :=
  ∀ p q r s, E p q * E r s - E r s * E p q =
    (if q = r then E p s else 0) - (if p = s then E r q else 0)

/-- The number operator of a set `S` of orbitals, the sum of `E p p` over `S`. -/
def number (E : n → n → Matrix m m ℂ) (S : Finset n) : Matrix m m ℂ :=
  ∑ p ∈ S, E p p

/-- A reference vector `ψ`: the inactive set `I` holds at most `c` electrons in any state and
exactly `c` in `ψ`; the virtual set `V` never has negative occupation and is empty in `ψ`. -/
structure IsReference (E : n → n → Matrix m m ℂ) (I V : Finset n) (c : ℝ)
    (ψ : m → ℂ) : Prop where
  le : ∀ x : m → ℂ, (star x ⬝ᵥ (number E I *ᵥ x)).re ≤ c * (star x ⬝ᵥ x).re
  nonneg : ∀ x : m → ℂ, 0 ≤ (star x ⬝ᵥ (number E V *ᵥ x)).re
  full : number E I *ᵥ ψ = (c : ℂ) • ψ
  empty : number E V *ᵥ ψ = 0

/-- The eigenvalue equations for `h` holes in the inactive set, counted from `c`, and `k` particles
in the virtual set. The zero vector satisfies them for all `h` and `k`. -/
def InClass (E : n → n → Matrix m m ℂ) (I V : Finset n) (c : ℝ) (h k : ℕ)
    (φ : m → ℂ) : Prop :=
  number E I *ᵥ φ = ((c - h : ℝ) : ℂ) • φ ∧ number E V *ᵥ φ = ((k : ℝ) : ℂ) • φ

/-- One if the orbital `p` belongs to `S`, zero otherwise. -/
def occ (S : Finset n) (p : n) : ℤ := if p ∈ S then 1 else 0

/-- The net number of electrons that a string of excitations brings into `S`. -/
def shift (S : Finset n) : List (n × n) → ℤ
  | [] => 0
  | x :: L => occ S x.1 - occ S x.2 + shift S L

/-- A string of excitation operators applied to `ψ`, the last one in the list acting first. -/
def excite (E : n → n → Matrix m m ℂ) (ψ : m → ℂ) : List (n × n) → (m → ℂ)
  | [] => ψ
  | x :: L => E x.1 x.2 *ᵥ excite E ψ L

/-- Under the gl(n) relations, the commutator of the number operator of `S` with `E p q` is `E p q`
times the change in the occupation of `S`. -/
theorem number_comm {E : n → n → Matrix m m ℂ} (hE : GLRelations E) (S : Finset n) (p q : n) :
    number E S * E p q - E p q * number E S =
      (((occ S p - occ S q : ℤ) : ℝ) : ℂ) • E p q := by
  unfold number
  rw [Finset.sum_mul, Finset.mul_sum, ← Finset.sum_sub_distrib,
    Finset.sum_congr rfl (fun t _ => hE t t p q), Finset.sum_sub_distrib,
    Finset.sum_ite_eq', Finset.sum_ite_eq']
  by_cases hp : p ∈ S <;> by_cases hq : q ∈ S <;> simp [occ, hp, hq]

/-- Under the gl(n) relations, a string of excitations takes an eigenvector of the number operator
of `S` with a real eigenvalue to a vector that satisfies the eigenvalue equation with the eigenvalue
shifted by the net transfer into `S`. -/
theorem number_excite {E : n → n → Matrix m m ℂ} (hE : GLRelations E) (S : Finset n)
    {a : ℝ} {ψ : m → ℂ} (hψ : number E S *ᵥ ψ = (a : ℂ) • ψ) (L : List (n × n)) :
    number E S *ᵥ excite E ψ L = ((a + (shift S L : ℝ) : ℝ) : ℂ) • excite E ψ L := by
  induction L with
  | nil => simpa [excite, shift] using hψ
  | cons x L ih =>
    have e := sub_eq_iff_eq_add'.mp (number_comm hE S x.1 x.2)
    have hs : a + ((shift S (x :: L) : ℤ) : ℝ) =
        (a + (shift S L : ℝ)) + ((occ S x.1 - occ S x.2 : ℤ) : ℝ) := by
      simp only [shift]
      push_cast
      ring
    -- move the number operator through the leftmost generator
    rw [hs, Complex.ofReal_add, add_smul]
    simp only [excite]
    rw [Matrix.mulVec_mulVec, e, Matrix.add_mulVec, ← Matrix.mulVec_mulVec, ih,
      Matrix.mulVec_smul, Matrix.smul_mulVec]

/-- A string of excitations changes the occupation of `S` by at most its length. -/
theorem shift_bound (S : Finset n) (L : List (n × n)) :
    -(L.length : ℤ) ≤ shift S L ∧ shift S L ≤ L.length := by
  induction L with
  | nil => simp [shift]
  | cons x L ih =>
    obtain ⟨h1, h2⟩ := ih
    simp only [shift, occ, List.length_cons]
    push_cast
    split_ifs <;> constructor <;> omega

/-- A nonzero vector has positive squared norm. -/
theorem normSq_pos {φ : m → ℂ} (hφ : φ ≠ 0) : 0 < (star φ ⬝ᵥ φ).re := by
  have e : (star φ ⬝ᵥ φ).re = ∑ i, Complex.normSq (φ i) := by
    rw [dotProduct, Complex.re_sum]
    refine Finset.sum_congr rfl fun i _ => ?_
    simp [Complex.mul_re, Complex.normSq_apply]
  obtain ⟨i, hi⟩ := Function.ne_iff.mp hφ
  rw [e]
  exact Finset.sum_pos' (fun j _ => Complex.normSq_nonneg _)
    ⟨i, Finset.mem_univ i, Complex.normSq_pos.mpr hi⟩

/-- Under the gl(n) relations, a nonzero vector made from the reference by a string of excitations
has definite numbers of holes and particles, neither larger than the length of the string. -/
theorem excite_inClass {E : n → n → Matrix m m ℂ} (hE : GLRelations E) {I V : Finset n}
    {c : ℝ} {ψ : m → ℂ} (hψ : IsReference E I V c ψ) (L : List (n × n))
    (hL : excite E ψ L ≠ 0) :
    ∃ h k : ℕ, h ≤ L.length ∧ k ≤ L.length ∧ InClass E I V c h k (excite E ψ L) := by
  have hI := number_excite hE I hψ.full L
  have hV := number_excite hE V (a := 0) (by simpa using hψ.empty) L
  have pos := normSq_pos hL
  -- the bounds on the number operators fix the signs of the shifts
  have bI := hψ.le (excite E ψ L)
  have bV := hψ.nonneg (excite E ψ L)
  rw [hI, dotProduct_smul, smul_eq_mul, Complex.re_ofReal_mul] at bI
  rw [hV, dotProduct_smul, smul_eq_mul, Complex.re_ofReal_mul] at bV
  have sI : (shift I L : ℝ) ≤ 0 := by
    have := le_of_mul_le_mul_right bI pos
    linarith
  have sV : 0 ≤ (shift V L : ℝ) := by
    by_contra hn
    have := mul_neg_of_neg_of_pos (not_le.mp hn) pos
    rw [zero_add] at bV
    linarith
  have sI' : shift I L ≤ 0 := by exact_mod_cast sI
  have sV' : 0 ≤ shift V L := by exact_mod_cast sV
  obtain ⟨h, hh⟩ := Int.eq_ofNat_of_zero_le (show 0 ≤ -shift I L by omega)
  obtain ⟨k, hk⟩ := Int.eq_ofNat_of_zero_le sV'
  have b1 := shift_bound I L
  have b2 := shift_bound V L
  refine ⟨h, k, by omega, by omega, ?_, ?_⟩
  · have e : (shift I L : ℝ) = -(h : ℝ) := by
      exact_mod_cast (show shift I L = -(h : ℤ) by omega)
    rw [hI, e, ← sub_eq_add_neg]
  · have e : (shift V L : ℝ) = (k : ℝ) := by exact_mod_cast hk
    rw [hV, e, zero_add]

/-- Eigenvectors of a Hermitian matrix with different real eigenvalues are orthogonal. -/
theorem eigen_orthogonal {N : Matrix m m ℂ} (hN : Nᴴ = N) {a b : ℝ} (hab : a ≠ b)
    {φ χ : m → ℂ} (hφ : N *ᵥ φ = (a : ℂ) • φ) (hχ : N *ᵥ χ = (b : ℂ) • χ) :
    star φ ⬝ᵥ χ = 0 := by
  have h1 : star φ ⬝ᵥ (N *ᵥ χ) = star (N *ᵥ φ) ⬝ᵥ χ := by
    rw [Matrix.star_mulVec, hN, Matrix.dotProduct_mulVec]
  rw [hφ, hχ, star_smul, dotProduct_smul, smul_dotProduct, Complex.star_def,
    Complex.conj_ofReal] at h1
  simp only [smul_eq_mul] at h1
  by_contra h0
  exact hab (Complex.ofReal_injective (mul_right_cancel₀ h0 h1)).symm

/-- For generators that obey the gl(n) relations and `(E p q)ᴴ = E q p`, every nonzero double
excitation of the reference has zero, one or two holes and zero, one or two particles, and vectors
of different classes are orthogonal. -/
theorem caspt2_classes {E : n → n → Matrix m m ℂ} (hE : GLRelations E)
    (hadj : ∀ p q, (E p q)ᴴ = E q p) {I V : Finset n} {c : ℝ} {ψ : m → ℂ}
    (hψ : IsReference E I V c ψ) :
    (∀ p q r s, (E p q * E r s) *ᵥ ψ ≠ 0 →
      ∃ h k : ℕ, h ≤ 2 ∧ k ≤ 2 ∧ InClass E I V c h k ((E p q * E r s) *ᵥ ψ)) ∧
    (∀ (h k h' k' : ℕ) (φ χ : m → ℂ), InClass E I V c h k φ → InClass E I V c h' k' χ →
      (h, k) ≠ (h', k') → star φ ⬝ᵥ χ = 0) := by
  constructor
  · intro p q r s h0
    rw [← Matrix.mulVec_mulVec] at h0 ⊢
    exact excite_inClass hE hψ [(p, q), (r, s)] h0
  · intro h k h' k' φ χ hφ hχ hne
    have herm : ∀ S, (number E S)ᴴ = number E S := fun S => by
      simp [number, Matrix.conjTranspose_sum, hadj]
    by_cases hh : h = h'
    · have hk : (k : ℝ) ≠ (k' : ℝ) := fun e => hne (by rw [hh, Nat.cast_injective e])
      exact eigen_orthogonal (herm V) hk hφ.2 hχ.2
    · have hc : c - (h : ℝ) ≠ c - (h' : ℝ) := fun e =>
        hh (Nat.cast_injective (R := ℝ) (by linarith))
      exact eigen_orthogonal (herm I) hc hφ.1 hχ.1

/-- Excitation operators of two spinless fermions in three orbitals, in the basis labelled
by the empty orbital. -/
def holeRep (p q : Fin 3) : Matrix (Fin 3) (Fin 3) ℂ :=
  (if p = q then 1 else 0) - Matrix.single q p 1

/-- Two spinless fermions in an inactive, an active and a virtual orbital, with the virtual one
empty in the reference, meet all the hypotheses, and one double excitation is nonzero. -/
theorem caspt2_classes_witness :
    GLRelations holeRep ∧ (∀ p q, (holeRep p q)ᴴ = holeRep q p) ∧
    IsReference holeRep {0} {2} 1 ![0, 0, 1] ∧
    (holeRep 1 0 * holeRep 2 1) *ᵥ ![0, 0, 1] ≠ 0 := by
  have hI : ∀ x : Fin 3 → ℂ, number holeRep {0} *ᵥ x = ![0, x 1, x 2] := by
    intro x
    ext i
    fin_cases i <;> simp [number, holeRep, Matrix.mulVec, dotProduct, Matrix.single,
      Matrix.one_apply]
  have hV : ∀ x : Fin 3 → ℂ, number holeRep {2} *ᵥ x = ![x 0, x 1, 0] := by
    intro x
    ext i
    fin_cases i <;> simp [number, holeRep, Matrix.mulVec, dotProduct, Matrix.single,
      Matrix.one_apply]
  refine ⟨?_, ?_, ⟨?_, ?_, ?_, ?_⟩, ?_⟩
  · intro p q r s
    have mul : ∀ a b c d : Fin 3, Matrix.single a b (1 : ℂ) * Matrix.single c d (1 : ℂ) =
        if b = c then Matrix.single a d 1 else 0 := by
      intro a b c d
      split_ifs with h
      · subst h
        simp
      · simp [h]
    -- the multiples of the identity drop out of the commutator
    have key : holeRep p q * holeRep r s - holeRep r s * holeRep p q =
        Matrix.single q p 1 * Matrix.single s r 1 -
          Matrix.single s r 1 * Matrix.single q p 1 := by
      unfold holeRep
      split_ifs <;> noncomm_ring
    rw [key, mul, mul]
    rcases eq_or_ne p s with rfl | h1
    · rcases eq_or_ne q r with rfl | h2
      · simp [holeRep]
      · simp [holeRep, h2, h2.symm]
    · rcases eq_or_ne q r with rfl | h2
      · simp [holeRep, h1]
      · simp [h1, h2, h2.symm]
  · intro p q
    ext i j
    fin_cases p <;> fin_cases q <;> fin_cases i <;> fin_cases j <;>
      simp [holeRep, Matrix.single]
  · intro x
    rw [hI]
    simp [dotProduct, Fin.sum_univ_three]
    nlinarith [mul_self_nonneg (x 0).re, mul_self_nonneg (x 0).im]
  · intro x
    rw [hV]
    simp [dotProduct, Fin.sum_univ_three]
    nlinarith [mul_self_nonneg (x 0).re, mul_self_nonneg (x 0).im,
      mul_self_nonneg (x 1).re, mul_self_nonneg (x 1).im]
  · rw [hI]
    ext i
    fin_cases i <;> simp
  · rw [hV]
    ext i
    fin_cases i <;> simp
  · intro h
    have h0 := congrFun h 0
    simp [holeRep, Matrix.mulVec, dotProduct, Matrix.mul_apply, Fin.sum_univ_three,
      Matrix.single] at h0

end

end CASPT2Classes
```

```lean
#print axioms CASPT2Classes.caspt2_classes
```

```
'CASPT2Classes.caspt2_classes' depends on axioms: [propext, Classical.choice, Quot.sound]
```

**What the statement says.** The type `n` labels orbitals and the finite type `m` labels the many-electron basis, so `E p q` is a finite complex matrix. `GLRelations` is the commutator rule above. It is assumed, as is the adjoint rule `hadj`; neither is derived from creation and annihilation operators. `number E S` is \(N_S\), and `star φ ⬝ᵥ χ` is the inner product, conjugate-linear in its first argument. The fields `le`, `nonneg`, `full` and `empty` of `IsReference` are the four conditions on the reference, and `InClass` is the pair of eigenvalue equations.

The first half of `caspt2_classes` classifies every nonzero \(E_{pq}E_{rs}\psi\). The second half gives orthogonality for any two vectors in different classes, whether or not they arise from excitations. The zero vector satisfies the equations of every class, which is harmless for orthogonality. The sets `I` and `V` need not be disjoint, and \(\psi\) need not be normalised or come from an energy minimisation.

**How the lemmas fit together.** `number_comm` is the commutator of \(N_S\) with a generator: the two sums collapse through their Kronecker deltas, and four membership cases remain. `number_excite` carries the eigenvalue through a list of excitations by induction, moving \(N_S\) past the leftmost generator each time. The total change is `shift S L`, and `shift_bound` limits it by the length of the list.

`excite_inClass` inserts the eigenvalue equations into the two quadratic bounds and uses the positive norm from `normSq_pos` to get the signs. It works for a list `L` of any length, with \(h\) and \(k\) at most that length, and does not use the adjoint rule. The main theorem applies it to the list `[(p, q), (r, s)]`, then splits on whether the hole numbers agree and calls `eigen_orthogonal`.

**A small example.** `caspt2_classes_witness` checks the hypotheses for two spinless fermions in an inactive, an active and a virtual orbital, numbered 0, 1 and 2. Each basis state is labelled by its empty orbital, and `holeRep` is \(E_{pq}=\delta_{pq}-e_{qp}\), with \(e_{qp}\) the matrix unit. The reference `![0, 0, 1]` has orbital 2 empty, and \(c=1\). Then \(E_{21}\) moves the active electron to the virtual orbital and \(E_{10}\) refills the active orbital from the inactive one. The result is nonzero, with one hole and one particle.

**Use in CASPT2.** Vectors of class \((0,0)\) stay inside the complete active space and are left out of the first-order space, so at most eight classes remain. In a finite orbital basis, the overlap matrix of the first-order vectors is block diagonal in \((h,k)\), so linear dependencies can be removed class by class. Within a class the vectors may still overlap, and a zeroth-order Hamiltonian with a non-diagonal Fock operator can couple different classes.
